# Breaking a bond in a finite connected Hückel molecule with β < 0 strictly raises its lowest level

Suppose a Hückel program deletes a bond and the lowest level does not move. If we knew only that the level cannot fall, this output would be acceptable, and a deletion that never reached the matrix would go unnoticed. For a connected molecule with β < 0, the strict inequality below rules out an unchanged lowest level in exact arithmetic.

## The lowest level before and after

Let G be the bond graph of a finite connected molecule. Its Hückel matrix H has the site energy α on the diagonal, the resonance integral β between bonded atoms, and 0 elsewhere. The condition β < 0 means that in-phase amplitudes on bonded atoms lower the energy. Delete one bond, keep all atoms, and call the new matrix H′. The lowest levels E of H and E′ of H′ satisfy

E < E′

even if the molecule falls into two parts. For α = 0, β = −1 the matrix is minus the adjacency matrix, so the largest adjacency eigenvalue strictly drops.

## Checking edited connectivity

In this non-interacting model, with one α for all atoms and one β < 0 for all bonds, E′ > E holds in exact arithmetic for every deletion that starts from a connected graph, and a program that scans bond deletions can test for it. After a deletion that splits the molecule, the theorem does not cover further deletions compared with the disconnected graph, but it does apply within each connected fragment that still has a bond. The theorem gives no minimum size for the rise, which may be smaller than the eigensolver's rounding error.

## Why the rise is strict

Write ⟨x,y⟩ = Σᵢ xᵢyᵢ. Expand a real vector y in orthonormal eigenvectors of H, with levels Eₖ and coefficients cₖ:

⟨y,Hy⟩ − E⟨y,y⟩ = Σₖ (Eₖ − E)cₖ² ≥ 0.

Equality leaves only components with Eₖ = E, so Hy = Ey.

Now let H′x = E′x with x ≠ 0, and set yᵢ = |xᵢ|. Compare ⟨y,Hy⟩ with ⟨x,H′x⟩ term by term:

- diagonal: αyᵢ² = αxᵢ²;
- surviving bond: βyᵢyⱼ ≤ βxᵢxⱼ, since β < 0;
- deleted bond: βyᵢyⱼ ≤ 0.

Suppose E′ ≤ E. Since ⟨y,y⟩ = ⟨x,x⟩,

E⟨x,x⟩ ≤ ⟨y,Hy⟩ ≤ ⟨x,H′x⟩ = E′⟨x,x⟩ ≤ E⟨x,x⟩.

All of these are equalities, so Hy = Ey. If yᵢ = 0 on some atom, row i reads β Σⱼ yⱼ = 0, summed over the neighbours j of i. All those yⱼ then vanish, and connectedness spreads the zero to every atom, contradicting y ≠ 0. So y is positive everywhere, the deleted bond a–b has βy_a y_b < 0, and ⟨y,Hy⟩ < ⟨x,H′x⟩. This contradicts the equalities.

It is wrong to assume that |x| is positive from the start. Break the bond 1–2 in the chain 0–1–2: the lowest orbital is (1, 1, 0)/√2, and the restored bond contributes nothing to its energy. Positivity has to come from the intact graph.

## The Lean file

```lean
import Mathlib

open Matrix

namespace HuckelBondBreaking

variable {V : Type*}

open Classical in
/-- The Hückel matrix of a molecular graph: `α` on every atom, `β` on every bond, zero elsewhere. -/
noncomputable def huckel (G : SimpleGraph V) (α β : ℝ) : Matrix V V ℝ :=
  Matrix.of fun i j => if i = j then α else if G.Adj i j then β else 0

/-- The Hückel matrix is symmetric. -/
theorem huckel_isSymm (G : SimpleGraph V) (α β : ℝ) : (huckel G α β).IsSymm := by
  refine Matrix.IsSymm.ext fun i j => ?_
  by_cases h : i = j
  · subst h; rfl
  · by_cases hA : G.Adj i j
    · simp [huckel, h, Ne.symm h, hA, hA.symm]
    · have hA' : ¬ G.Adj j i := fun k => hA k.symm
      simp [huckel, h, Ne.symm h, hA, hA']

/-- For `β < 0`, replacing the amplitudes by their absolute values and adding bonds
does not raise any single term of the energy sum. -/
theorem energy_term_le {G G' : SimpleGraph V} (h : G' ≤ G) {α β : ℝ} (hβ : β < 0)
    (x : V → ℝ) (i j : V) :
    |x i| * (huckel G α β i j * |x j|) ≤ x i * (huckel G' α β i j * x j) := by
  by_cases hij : i = j
  · subst hij
    simp only [huckel, Matrix.of_apply, if_true]
    exact le_of_eq (by linear_combination α * abs_mul_abs_self (x i))
  have hab : x i * x j ≤ |x i| * |x j| := by
    rw [← abs_mul]; exact le_abs_self _
  by_cases h' : G'.Adj i j
  · simp only [huckel, Matrix.of_apply, if_neg hij, if_pos (h h'), if_pos h']
    linarith [mul_le_mul_of_nonpos_left hab hβ.le]
  · by_cases hA : G.Adj i j
    · simp only [huckel, Matrix.of_apply, if_neg hij, if_pos hA, if_neg h']
      linarith [mul_nonneg (neg_nonneg.2 hβ.le) (mul_nonneg (abs_nonneg (x i)) (abs_nonneg (x j)))]
    · simp [huckel, hij, hA, h']

variable [Fintype V]

/-- The levels of a real matrix: the real numbers `E` with `M x = E x` for some nonzero real `x`. -/
def levels (M : Matrix V V ℝ) : Set ℝ := {E | ∃ x : V → ℝ, x ≠ 0 ∧ M *ᵥ x = E • x}

/-- A real symmetric matrix on a nonempty finite set of orbitals has a lowest level. -/
theorem exists_lowest_level [Nonempty V] {H : Matrix V V ℝ} (hH : H.IsSymm) :
    ∃ E, IsLeast (levels H) E := by
  classical
  have hfin : (levels H).Finite := by
    refine (Module.End.finite_hasEigenvalue (Matrix.toLin' H)).subset ?_
    rintro E ⟨x, hx, h⟩
    exact Module.End.hasEigenvalue_of_hasEigenvector (x := x)
      ⟨Module.End.mem_eigenspace_iff.2 (by rw [Matrix.toLin'_apply]; exact h), hx⟩
  have hB : H.IsHermitian := by
    rw [Matrix.IsHermitian, Matrix.conjTranspose_eq_transpose_of_trivial]; exact hH
  have hne : (levels H).Nonempty := by
    let i : V := Classical.arbitrary V
    refine ⟨hB.eigenvalues i, (hB.eigenvectorBasis i).ofLp, fun h0 => ?_,
      hB.mulVec_eigenvectorBasis i⟩
    apply hB.eigenvectorBasis.orthonormal.ne_zero i
    ext j
    exact congrFun h0 j
  obtain ⟨E, hE, hmin⟩ := Set.exists_min_image _ id hfin hne
  exact ⟨E, hE, fun F hF => hmin F hF⟩

/-- Variational principle: for a real symmetric matrix with lowest level `E`, the energy form is
at least `E` times the squared norm, and equality holds only if `H x = E x`. -/
theorem variational {H : Matrix V V ℝ} (hH : H.IsSymm) {E : ℝ} (hE : IsLeast (levels H) E)
    (x : V → ℝ) : E * (x ⬝ᵥ x) ≤ x ⬝ᵥ H *ᵥ x ∧
      (x ⬝ᵥ H *ᵥ x = E * (x ⬝ᵥ x) → H *ᵥ x = E • x) := by
  classical
  have hB : (H - E • (1 : Matrix V V ℝ)).IsHermitian := by
    rw [Matrix.IsHermitian, Matrix.conjTranspose_eq_transpose_of_trivial, Matrix.transpose_sub,
      Matrix.transpose_smul, Matrix.transpose_one, hH.eq]
  have act : ∀ v : V → ℝ, (H - E • (1 : Matrix V V ℝ)) *ᵥ v = H *ᵥ v - E • v := by
    intro v
    rw [Matrix.sub_mulVec, Matrix.smul_mulVec, Matrix.one_mulVec]
  -- the shifted matrix has no negative eigenvalue
  have psd : (H - E • (1 : Matrix V V ℝ)).PosSemidef := by
    rw [hB.posSemidef_iff_eigenvalues_nonneg]
    intro i
    have h1 := hB.mulVec_eigenvectorBasis i
    rw [act] at h1
    have h2 : E ≤ E + hB.eigenvalues i := by
      refine hE.2 ⟨(hB.eigenvectorBasis i).ofLp, fun h0 => ?_, ?_⟩
      · apply hB.eigenvectorBasis.orthonormal.ne_zero i
        ext j
        exact congrFun h0 j
      · rw [add_smul, ← h1]; abel
    simpa using h2
  have form : x ⬝ᵥ (H - E • (1 : Matrix V V ℝ)) *ᵥ x = x ⬝ᵥ H *ᵥ x - E * (x ⬝ᵥ x) := by
    rw [act, dotProduct_sub, dotProduct_smul, smul_eq_mul]
  constructor
  · have h := psd.dotProduct_mulVec_nonneg x
    rw [star_trivial, form] at h
    linarith
  · intro heq
    have h := (psd.dotProduct_mulVec_zero_iff x).1 (by rw [star_trivial, form]; linarith)
    rw [act] at h
    exact sub_eq_zero.1 h

/-- On a connected graph with `β < 0`, a nonzero Hückel orbital with nonnegative amplitudes
has a strictly positive amplitude on every atom. -/
theorem orbital_pos {G : SimpleGraph V} (hG : G.Connected) {α β E : ℝ} (hβ : β < 0)
    {y : V → ℝ} (hy : ∀ i, 0 ≤ y i) (hy0 : y ≠ 0) (h : huckel G α β *ᵥ y = E • y) (i : V) :
    0 < y i := by
  -- a vanishing amplitude forces the neighbouring amplitudes to vanish
  have spread : ∀ i j, G.Adj i j → y i = 0 → y j = 0 := by
    intro i j hij hi
    have hrow : ∑ k, huckel G α β i k * y k = 0 :=
      (congrFun h i).trans (by simp [hi])
    have hterm : ∀ k ∈ Finset.univ, huckel G α β i k * y k ≤ 0 := by
      intro k _
      by_cases hik : i = k
      · subst hik; simp [hi]
      · by_cases hk : G.Adj i k
        · simp only [huckel, Matrix.of_apply, if_neg hik, if_pos hk]
          exact mul_nonpos_of_nonpos_of_nonneg hβ.le (hy k)
        · simp [huckel, hik, hk]
    have hz := (Finset.sum_eq_zero_iff_of_nonpos hterm).1 hrow j (Finset.mem_univ j)
    simpa [huckel, hij.ne, hij, hβ.ne] using hz
  have walk : ∀ i j, G.Walk i j → y i = 0 → y j = 0 := by
    intro i j p
    induction p with
    | nil => exact id
    | cons hadj _ ih => exact fun h0 => ih (spread _ _ hadj h0)
  refine lt_of_le_of_ne (hy i) fun h0 => hy0 ?_
  funext j
  obtain ⟨p⟩ := hG.preconnected i j
  exact walk i j p h0.symm

/-- Removing one or more bonds from a connected molecule with `β < 0` puts every level of the
remaining graph strictly above the original lowest level. -/
theorem lowest_lt_of_lt {G G' : SimpleGraph V} (hG : G.Connected) (hlt : G' < G)
    {α β E E' : ℝ} (hβ : β < 0) (hE : IsLeast (levels (huckel G α β)) E)
    (hE' : E' ∈ levels (huckel G' α β)) : E < E' := by
  obtain ⟨x, hx, hxE⟩ := hE'
  by_contra hcon
  have hle : E' ≤ E := not_lt.1 hcon
  let y : V → ℝ := fun i => |x i|
  have quad : ∀ (M : Matrix V V ℝ) (z : V → ℝ),
      z ⬝ᵥ M *ᵥ z = ∑ i, ∑ j, z i * (M i j * z j) := by
    intro M z
    simp only [dotProduct, Matrix.mulVec, Finset.mul_sum]
  have hterm : ∀ i j, y i * (huckel G α β i j * y j) ≤ x i * (huckel G' α β i j * x j) :=
    energy_term_le hlt.le hβ x
  have hyy : y ⬝ᵥ y = x ⬝ᵥ x := by
    simp only [dotProduct, y, abs_mul_abs_self]
  have hxx : 0 ≤ x ⬝ᵥ x := Finset.sum_nonneg fun i _ => mul_self_nonneg (x i)
  have hform : x ⬝ᵥ huckel G' α β *ᵥ x = E' * (x ⬝ᵥ x) := by
    rw [hxE, dotProduct_smul, smul_eq_mul]
  have h1 : y ⬝ᵥ huckel G α β *ᵥ y ≤ x ⬝ᵥ huckel G' α β *ᵥ x := by
    rw [quad, quad]
    exact Finset.sum_le_sum fun i _ => Finset.sum_le_sum fun j _ => hterm i j
  have h2 : E' * (x ⬝ᵥ x) ≤ E * (x ⬝ᵥ x) := mul_le_mul_of_nonneg_right hle hxx
  obtain ⟨h3, h4⟩ := variational (huckel_isSymm G α β) hE y
  rw [hyy] at h3 h4
  -- equality throughout: `|x|` is a lowest orbital of the intact molecule, hence positive
  have hy0 : y ≠ 0 := fun h0 => hx (funext fun i => abs_eq_zero.1 (congrFun h0 i))
  have hpos := orbital_pos hG hβ (fun i => abs_nonneg (x i)) hy0 (h4 (by linarith))
  obtain ⟨a, b, hab, hab'⟩ : ∃ a b, G.Adj a b ∧ ¬ G'.Adj a b := by
    by_contra hno
    apply hlt.not_ge
    intro a b hab
    by_contra hab'
    exact hno ⟨a, b, hab, hab'⟩
  -- the missing bond lowers the energy strictly
  have hstrict : y a * (huckel G α β a b * y b) < x a * (huckel G' α β a b * x b) := by
    simp only [huckel, Matrix.of_apply, if_neg hab.ne, if_pos hab, if_neg hab']
    linarith [mul_pos (neg_pos.2 hβ) (mul_pos (hpos a) (hpos b))]
  have h5 : y ⬝ᵥ huckel G α β *ᵥ y < x ⬝ᵥ huckel G' α β *ᵥ x := by
    rw [quad, quad]
    exact Finset.sum_lt_sum (fun i _ => Finset.sum_le_sum fun j _ => hterm i j)
      ⟨a, Finset.mem_univ a, Finset.sum_lt_sum (fun j _ => hterm a j)
        ⟨b, Finset.mem_univ b, hstrict⟩⟩
  linarith

/-- Breaking any one bond of a finite connected molecule with `β < 0` strictly raises its
lowest Hückel level. -/
theorem bond_breaking {G : SimpleGraph V} (hG : G.Connected) {a b : V} (hab : G.Adj a b)
    (α : ℝ) {β : ℝ} (hβ : β < 0) :
    ∃ E E', IsLeast (levels (huckel G α β)) E ∧
      IsLeast (levels (huckel (G.deleteEdges {s(a, b)}) α β)) E' ∧ E < E' := by
  have : Nonempty V := ⟨a⟩
  have hlt : G.deleteEdges {s(a, b)} < G := by
    refine lt_of_le_of_ne (SimpleGraph.deleteEdges_le _) fun heq => ?_
    have h : (G.deleteEdges {s(a, b)}).Adj a b := by rw [heq]; exact hab
    simp [SimpleGraph.deleteEdges_adj] at h
  obtain ⟨E, hE⟩ := exists_lowest_level (huckel_isSymm G α β)
  obtain ⟨E', hE'⟩ := exists_lowest_level (huckel_isSymm (G.deleteEdges {s(a, b)}) α β)
  exact ⟨E, E', hE, hE', lowest_lt_of_lt hG hlt hβ hE hE'.1⟩

/-- Deleting any one edge of a finite connected simple graph strictly decreases the largest
eigenvalue of its adjacency matrix. -/
theorem largest_eigenvalue_drops {G : SimpleGraph V} (hG : G.Connected) {a b : V}
    (hab : G.Adj a b) [DecidableRel G.Adj] [DecidableRel (G.deleteEdges {s(a, b)}).Adj] :
    ∃ l l', IsGreatest (levels (G.adjMatrix ℝ)) l ∧
      IsGreatest (levels ((G.deleteEdges {s(a, b)}).adjMatrix ℝ)) l' ∧ l' < l := by
  -- for `α = 0`, `β = -1` the Hückel matrix is minus the adjacency matrix
  have key : ∀ (K : SimpleGraph V) [DecidableRel K.Adj] (E : ℝ),
      IsLeast (levels (huckel K 0 (-1))) E → IsGreatest (levels (K.adjMatrix ℝ)) (-E) := by
    intro K _ E h
    have hK : huckel K 0 (-1) = -K.adjMatrix ℝ := by
      ext i j
      by_cases hij : i = j
      · subst hij; simp [huckel]
      · by_cases hA : K.Adj i j <;> simp [huckel, hij, hA]
    rw [hK] at h
    obtain ⟨⟨x, hx, e⟩, hmin⟩ := h
    refine ⟨⟨x, hx, by rw [neg_smul, ← e, Matrix.neg_mulVec, neg_neg]⟩, ?_⟩
    rintro F ⟨z, hz, f⟩
    have hF : -F ∈ levels (-K.adjMatrix ℝ) :=
      ⟨z, hz, by rw [Matrix.neg_mulVec, f, neg_smul]⟩
    linarith [hmin hF]
  obtain ⟨E, E', hE, hE', hlt⟩ := bond_breaking hG hab 0 (β := -1) (by norm_num)
  exact ⟨-E, -E', key _ E hE, key _ E' hE', neg_lt_neg hlt⟩

/-- Two separate dimers: four atoms with the bonds 0-1 and 2-3. -/
def twoDimers : SimpleGraph (Fin 4) := SimpleGraph.fromEdgeSet {s(0, 1), s(2, 3)}

/-- For two separate dimers with `β < 0` the lowest level is `α + β` both before and after the bond
2-3 is broken. -/
theorem twoDimers_unchanged (α : ℝ) {β : ℝ} (hβ : β < 0) :
    IsLeast (levels (huckel twoDimers α β)) (α + β) ∧
      IsLeast (levels (huckel (twoDimers.deleteEdges {s(2, 3)}) α β)) (α + β) := by
  have hM : huckel twoDimers α β = !![α, β, 0, 0; β, α, 0, 0; 0, 0, α, β; 0, 0, β, α] := by
    ext i j
    fin_cases i <;> fin_cases j <;> simp [huckel, twoDimers]
  have hM' : huckel (twoDimers.deleteEdges {s(2, 3)}) α β =
      !![α, β, 0, 0; β, α, 0, 0; 0, 0, α, 0; 0, 0, 0, α] := by
    ext i j
    fin_cases i <;> fin_cases j <;> simp [huckel, twoDimers]
  -- a dimer has no level below `α + β`
  have pair : ∀ E u v : ℝ, E < α + β → α * u + β * v = E * u → β * u + α * v = E * v →
      u = 0 ∧ v = 0 := by
    intro E u v hE h1 h2
    have hs : u + v = 0 := (mul_eq_zero.1 (show (E - α - β) * (u + v) = 0 by
      linear_combination -h1 - h2)).resolve_left (by intro h; linarith)
    have hd : u - v = 0 := (mul_eq_zero.1 (show (E - α + β) * (u - v) = 0 by
      linear_combination -h1 + h2)).resolve_left (by intro h; linarith)
    constructor <;> linarith
  have single : ∀ E u : ℝ, E < α + β → α * u = E * u → u = 0 := by
    intro E u hE h
    exact (mul_eq_zero.1 (show (E - α) * u = 0 by linear_combination -h)).resolve_left
      (by intro h; linarith)
  have hv : (![1, 1, 0, 0] : Fin 4 → ℝ) ≠ 0 := fun h => by simpa using congrFun h 0
  rw [hM, hM']
  refine ⟨⟨⟨![1, 1, 0, 0], hv, ?_⟩, ?_⟩, ⟨![1, 1, 0, 0], hv, ?_⟩, ?_⟩
  · ext i
    fin_cases i <;> simp [Matrix.mulVec, dotProduct, Fin.sum_univ_four, add_comm]
  · rintro E ⟨x, hx, h⟩
    by_contra hcon
    have hE := not_le.1 hcon
    have h0 : α * x 0 + β * x 1 = E * x 0 := by
      simpa [Matrix.mulVec, dotProduct, Fin.sum_univ_four] using congrFun h 0
    have h1 : β * x 0 + α * x 1 = E * x 1 := by
      simpa [Matrix.mulVec, dotProduct, Fin.sum_univ_four] using congrFun h 1
    have h2 : α * x 2 + β * x 3 = E * x 2 := by
      simpa [Matrix.mulVec, dotProduct, Fin.sum_univ_four] using congrFun h 2
    have h3 : β * x 2 + α * x 3 = E * x 3 := by
      simpa [Matrix.mulVec, dotProduct, Fin.sum_univ_four] using congrFun h 3
    obtain ⟨z0, z1⟩ := pair E _ _ hE h0 h1
    obtain ⟨z2, z3⟩ := pair E _ _ hE h2 h3
    apply hx
    funext i
    fin_cases i
    exacts [z0, z1, z2, z3]
  · ext i
    fin_cases i <;> simp [Matrix.mulVec, dotProduct, Fin.sum_univ_four, add_comm]
  · rintro E ⟨x, hx, h⟩
    by_contra hcon
    have hE := not_le.1 hcon
    have h0 : α * x 0 + β * x 1 = E * x 0 := by
      simpa [Matrix.mulVec, dotProduct, Fin.sum_univ_four] using congrFun h 0
    have h1 : β * x 0 + α * x 1 = E * x 1 := by
      simpa [Matrix.mulVec, dotProduct, Fin.sum_univ_four] using congrFun h 1
    have h2 : α * x 2 = E * x 2 := by
      simpa [Matrix.mulVec, dotProduct, Fin.sum_univ_four] using congrFun h 2
    have h3 : α * x 3 = E * x 3 := by
      simpa [Matrix.mulVec, dotProduct, Fin.sum_univ_four] using congrFun h 3
    obtain ⟨z0, z1⟩ := pair E _ _ hE h0 h1
    apply hx
    funext i
    fin_cases i
    exacts [z0, z1, single E _ hE h2, single E _ hE h3]

end HuckelBondBreaking
```

```lean
#print axioms HuckelBondBreaking.bond_breaking
-- 'HuckelBondBreaking.bond_breaking' depends on axioms: [propext, Classical.choice, Quot.sound]
#print axioms HuckelBondBreaking.largest_eigenvalue_drops
-- 'HuckelBondBreaking.largest_eigenvalue_drops' depends on axioms: [propext, Classical.choice, Quot.sound]
#print axioms HuckelBondBreaking.twoDimers_unchanged
-- 'HuckelBondBreaking.twoDimers_unchanged' depends on axioms: [propext, Classical.choice, Quot.sound]
```

## What is proved, and for which molecules

`V` is the set of atoms, with one orthonormal orbital each. `levels M` collects the real eigenvalues without multiplicity, and `IsLeast` says that a number is a level and that none lies below it. `G.deleteEdges {s(a, b)}` removes the unordered pair a, b.

`bond_breaking` proves that both lowest levels exist and that E < E′; `largest_eigenvalue_drops` is the adjacency form. The more general `lowest_lt_of_lt` allows any nonempty set of bonds to be removed and places every remaining level above E.

`exists_lowest_level` takes the minimum of a finite, nonempty set of eigenvalues. `variational` replaces the expansion above by positive semidefiniteness of H − E·1. `energy_term_le` is the term comparison, and `orbital_pos` carries a zero along a walk by induction. `lowest_lt_of_lt` sums the terms; one strict term makes the sum strict, and `linarith` closes the contradiction.

Without connectedness the strict rise can fail. `twoDimers_unchanged` takes the separate dimers 0–1 and 2–3: breaking 2–3 leaves the lowest level at α + β, with orbital (1, 1, 0, 0)/√2 on the untouched dimer. The proof adds and subtracts the two equations of a dimer to exclude lower levels.

The result concerns the lowest one-electron level, not the total π energy. Applying it to a real molecule also assumes that breaking a bond sets one β to zero and changes no other parameter, whereas real cleavage also relaxes the geometry.
